# Klein's inequality for Hermitian matrices and differentiable convex functions

A variational calculation at temperature $T>0$ chooses a trial density matrix $\rho$, evaluates

$$F[\rho]=\operatorname{tr}(\rho H)+k_BT\,\operatorname{tr}(\rho\log\rho),$$

and adjusts the parameters of $\rho$ to lower the result. This is safe because $F[\rho]$ never falls below the equilibrium free energy. For a Hamiltonian $H$ in a finite orthonormal basis, that bound follows from the nonnegativity of the relative entropy, which is a case of Klein's inequality.

## Functions of a Hermitian matrix

```lean
import Mathlib

open Matrix
open scoped ComplexOrder

namespace KleinInequality

noncomputable section

variable {n : Type*} [Fintype n] [DecidableEq n] {A B : Matrix n n ℂ}
```

The index type `n` is finite, and `A` and `B` are complex square matrices of the same size. Infinite-dimensional operators are not covered.

```lean
/-- The unitary matrix whose columns are orthonormal eigenvectors of the Hermitian matrix `A`. -/
def eigU (hA : A.IsHermitian) : Matrix n n ℂ := hA.eigenvectorUnitary
```

In Lean, a hypothesis is an argument with a name: `hA` is a proof that $A$ is Hermitian. From it Mathlib supplies real eigenvalues $a_i$, written `hA.eigenvalues i`, and a unitary $U$ whose columns are orthonormal eigenvectors.

```lean
/-- The matrix function `f(A) = U diag(f(a₁), f(a₂), …) Uᴴ` of a Hermitian matrix `A`. -/
def matFun (hA : A.IsHermitian) (f : ℝ → ℝ) : Matrix n n ℂ :=
  eigU hA * diagonal (fun i => (f (hA.eigenvalues i) : ℂ)) * (eigU hA)ᴴ
```

This is $f(A)=U\,\mathrm{diag}(f(a_i))\,U^\dagger$. The symbol `ᴴ` is the dagger, and `: ℂ` turns a real number into a complex one.

```lean
/-- The matrix of overlaps between the eigenvectors of `A` and those of `B`. -/
def overlap (hA : A.IsHermitian) (hB : B.IsHermitian) : Matrix n n ℂ :=
  (eigU hA)ᴴ * eigU hB
```

Let $b_j$ and $V$ be the eigenvalues and eigenvector matrix of $B$. The overlap matrix is $W=U^\dagger V$, so $W_{ij}$ is the inner product of eigenvector $i$ of $A$ with eigenvector $j$ of $B$.

```lean
/-- The Klein expression `tr f(A) - tr f(B) - tr((A - B) f'(B))`. -/
def kleinGap (hA : A.IsHermitian) (hB : B.IsHermitian) (f f' : ℝ → ℝ) : ℂ :=
  trace (matFun hA f) - trace (matFun hB f) - trace ((A - B) * matFun hB f')
```

The quantity of interest is

$$K=\operatorname{tr}f(A)-\operatorname{tr}f(B)-\operatorname{tr}\big((A-B)f'(B)\big).$$

Here `f'` is just the name of a second function. Theorems that need it to be the derivative say so.

```lean
/-- The expression `tr(ρ log ρ) - tr(ρ log σ)`, which is the relative entropy when `ρ` is positive
semidefinite and `σ` is positive definite. -/
def relEntropy {ρ σ : Matrix n n ℂ} (hρ : ρ.IsHermitian) (hσ : σ.IsHermitian) : ℂ :=
  trace (matFun hρ (fun x => x * Real.log x)) - trace (ρ * matFun hσ Real.log)
```

This is $S(\rho\|\sigma)=\operatorname{tr}(\rho\log\rho)-\operatorname{tr}(\rho\log\sigma)$, with natural logarithms, for positive semidefinite $\rho$ and positive definite $\sigma$. The Lean definition accepts any Hermitian matrices, but for singular $\sigma$ its convention $\log0=0$ can give a finite value where the relative entropy is infinite.

```lean
/-- The constant function 1 of `A` is the identity matrix, and the function `x ↦ x` of `A`
is `A` itself. -/
theorem matFun_one_and_id (hA : A.IsHermitian) :
    matFun hA (fun _ => 1) = 1 ∧ matFun hA (fun x => x) = A := by
  constructor
  · have hU : eigU hA * (eigU hA)ᴴ = 1 := mem_unitaryGroup_iff.1 hA.eigenvectorUnitary.2
    simp only [matFun, Complex.ofReal_one, diagonal_one, Matrix.mul_one, hU]
  · have h := hA.spectral_theorem
    rw [Unitary.conjStarAlgAut_apply] at h
    exact h.symm
```

The constant function gives $UU^\dagger=1$, and the function $x\mapsto x$ gives $U\,\mathrm{diag}(a_i)\,U^\dagger=A$, which is the spectral theorem.

```lean
/-- The product of two functions of the same Hermitian matrix is the function `f g` of it. -/
theorem matFun_mul (hA : A.IsHermitian) (f g : ℝ → ℝ) :
    matFun hA f * matFun hA g = matFun hA (fun x => f x * g x) := by
  have hU : (eigU hA)ᴴ * eigU hA = 1 := mem_unitaryGroup_iff'.1 hA.eigenvectorUnitary.2
  calc matFun hA f * matFun hA g
      = eigU hA * diagonal (fun i => (f (hA.eigenvalues i) : ℂ)) * ((eigU hA)ᴴ * eigU hA)
        * diagonal (fun i => (g (hA.eigenvalues i) : ℂ)) * (eigU hA)ᴴ := by
        simp only [matFun, Matrix.mul_assoc]
    _ = _ := by
        rw [hU, Matrix.mul_one, Matrix.mul_assoc _ (diagonal _) (diagonal _),
          diagonal_mul_diagonal]
        simp only [matFun, Complex.ofReal_mul]
```

Since $U^\dagger U=1$, the inner factors cancel:

$$f(A)g(A)=U\,\mathrm{diag}(f(a_i))\,\mathrm{diag}(g(a_i))\,U^\dagger=(fg)(A).$$

The `calc` block is this chain of equalities.

```lean
/-- Two unitarily diagonalised matrices are equal if any two of their eigenvectors with
nonzero overlap have the same eigenvalue. -/
theorem conj_diagonal_eq {U V : Matrix n n ℂ} (hU : U * Uᴴ = 1) (hV : V * Vᴴ = 1)
    {c d : n → ℂ} (h : ∀ i j, (Uᴴ * V) i j = 0 ∨ c i = d j) :
    U * diagonal c * Uᴴ = V * diagonal d * Vᴴ := by
  have e : diagonal c * (Uᴴ * V) = (Uᴴ * V) * diagonal d := by
    ext i j
    rw [diagonal_mul, mul_diagonal]
    rcases h i j with h | h
    · rw [h, mul_zero, zero_mul]
    · rw [h, mul_comm]
  calc U * diagonal c * Uᴴ = U * diagonal c * Uᴴ * (V * Vᴴ) := by rw [hV, Matrix.mul_one]
    _ = U * (diagonal c * (Uᴴ * V)) * Vᴴ := by simp only [Matrix.mul_assoc]
    _ = U * ((Uᴴ * V) * diagonal d) * Vᴴ := by rw [e]
    _ = (U * Uᴴ) * (V * diagonal d * Vᴴ) := by simp only [Matrix.mul_assoc]
    _ = V * diagonal d * Vᴴ := by rw [hU, Matrix.one_mul]
```

Here $U$ and $V$ are any two unitaries, with $W=U^\dagger V$ and diagonal matrices $D_c$, $D_d$. The hypothesis says that for each pair $i,j$ either $W_{ij}=0$ or $c_i=d_j$. In both cases $c_iW_{ij}=W_{ij}d_j$, so $D_cW=WD_d$. Inserting $VV^\dagger=1$ then gives

$$UD_cU^\dagger=UD_cWV^\dagger=UWD_dV^\dagger=VD_dV^\dagger.$$

The tactic `rcases` handles the two alternatives separately.

```lean
/-- Every unitary diagonalisation `A = V diag(b) Vᴴ` gives the same matrix function `f(A)`. -/
theorem matFun_eq_of_diagonalization (hA : A.IsHermitian) (f : ℝ → ℝ) {V : Matrix n n ℂ}
    (hV : V * Vᴴ = 1) {b : n → ℝ} (h : A = V * diagonal (fun i => (b i : ℂ)) * Vᴴ) :
    matFun hA f = V * diagonal (fun i => (f (b i) : ℂ)) * Vᴴ := by
  have hU : (eigU hA)ᴴ * eigU hA = 1 := mem_unitaryGroup_iff'.1 hA.eigenvectorUnitary.2
  have hV' : Vᴴ * V = 1 := mul_eq_one_comm.1 hV
  have hD : eigU hA * diagonal (fun i => (hA.eigenvalues i : ℂ)) * (eigU hA)ᴴ
      = V * diagonal (fun i => (b i : ℂ)) * Vᴴ := (matFun_one_and_id hA).2.trans h
  -- the overlap matrix intertwines the two diagonal matrices
  have e : diagonal (fun i => (hA.eigenvalues i : ℂ)) * ((eigU hA)ᴴ * V)
      = ((eigU hA)ᴴ * V) * diagonal (fun i => (b i : ℂ)) := by
    calc _ = ((eigU hA)ᴴ * eigU hA) * diagonal (fun i => (hA.eigenvalues i : ℂ))
          * ((eigU hA)ᴴ * V) := by rw [hU, Matrix.one_mul]
      _ = (eigU hA)ᴴ * (eigU hA * diagonal (fun i => (hA.eigenvalues i : ℂ))
          * (eigU hA)ᴴ) * V := by simp only [Matrix.mul_assoc]
      _ = (eigU hA)ᴴ * (V * diagonal (fun i => (b i : ℂ)) * Vᴴ) * V := by rw [hD]
      _ = ((eigU hA)ᴴ * V) * diagonal (fun i => (b i : ℂ)) * (Vᴴ * V) := by
          simp only [Matrix.mul_assoc]
      _ = _ := by rw [hV', Matrix.mul_one]
  refine conj_diagonal_eq (mem_unitaryGroup_iff.1 hA.eigenvectorUnitary.2) hV fun i j => ?_
  by_cases hW : ((eigU hA)ᴴ * V) i j = 0
  · exact Or.inl hW
  · right
    have hij := congrFun (congrFun e i) j
    rw [diagonal_mul, mul_diagonal, mul_comm] at hij
    rw [Complex.ofReal_injective (mul_left_cancel₀ hW hij)]
```

Degenerate eigenvalues leave the eigenvectors undetermined, but $f(A)$ does not depend on the choice. If also $A=V\,\mathrm{diag}(b_j)\,V^\dagger$, equating the two forms of $A$ gives $a_iW_{ij}=W_{ij}b_j$. Hence $W_{ij}=0$ or $a_i=b_j$, and in the second case $f(a_i)=f(b_j)$. The previous theorem finishes the argument.

## Traces as sums over overlaps

```lean
/-- The trace of `f(A) g(B)` is the sum of `f(aᵢ) g(bⱼ)` weighted by the squared overlaps of
the eigenvectors. -/
theorem trace_matFun_mul (hA : A.IsHermitian) (hB : B.IsHermitian) (f g : ℝ → ℝ) :
    trace (matFun hA f * matFun hB g) = ((∑ i, ∑ j, f (hA.eigenvalues i) *
      g (hB.eigenvalues j) * Complex.normSq (overlap hA hB i j) : ℝ) : ℂ) := by
  calc _ = trace (eigU hA * (diagonal (fun i => (f (hA.eigenvalues i) : ℂ)) * overlap hA hB
        * diagonal (fun j => (g (hB.eigenvalues j) : ℂ)) * (eigU hB)ᴴ)) := by
        simp only [matFun, overlap, Matrix.mul_assoc]
    _ = trace (diagonal (fun i => (f (hA.eigenvalues i) : ℂ)) * overlap hA hB
        * diagonal (fun j => (g (hB.eigenvalues j) : ℂ)) * (overlap hA hB)ᴴ) := by
        rw [trace_mul_comm]
        simp only [overlap, conjTranspose_mul, conjTranspose_conjTranspose, Matrix.mul_assoc]
    _ = _ := by
        simp only [Matrix.trace, Complex.ofReal_sum, Complex.ofReal_mul]
        refine Finset.sum_congr rfl fun i _ => ?_
        rw [diag_apply, Matrix.mul_apply]
        refine Finset.sum_congr rfl fun j _ => ?_
        rw [mul_diagonal, diagonal_mul, conjTranspose_apply, ← Complex.mul_conj]
        simp only [starRingEnd_apply]
        ring
```

Now $V$ again belongs to $B$. Moving $U$ around the trace gives

$$\operatorname{tr}\big(f(A)g(B)\big)=\operatorname{tr}\big(D_fWD_gW^\dagger\big)=\sum_{i,j}f(a_i)\,g(b_j)\,|W_{ij}|^2,$$

where $D_f=\mathrm{diag}(f(a_i))$ and $D_g=\mathrm{diag}(g(b_j))$. `Complex.normSq` is $|\cdot|^2$. The right-hand side is a real number regarded as complex, so the trace is real.

```lean
/-- The Klein expression is the sum over pairs `i, j` of `f(aᵢ) - f(bⱼ) - (aᵢ - bⱼ) f'(bⱼ)`,
weighted by the squared overlaps of the eigenvectors. -/
theorem kleinGap_eq_sum (hA : A.IsHermitian) (hB : B.IsHermitian) (f f' : ℝ → ℝ) :
    kleinGap hA hB f f' = ((∑ i, ∑ j, Complex.normSq (overlap hA hB i j) *
      (f (hA.eigenvalues i) - f (hB.eigenvalues j)
        - (hA.eigenvalues i - hB.eigenvalues j) * f' (hB.eigenvalues j)) : ℝ) : ℂ) := by
  have h1 := trace_matFun_mul hA hB f (fun _ => 1)
  rw [(matFun_one_and_id hB).1, Matrix.mul_one] at h1
  have h2 := trace_matFun_mul hA hB (fun _ => 1) f
  rw [(matFun_one_and_id hA).1, Matrix.one_mul] at h2
  have h3 := trace_matFun_mul hA hB (fun x => x) f'
  rw [(matFun_one_and_id hA).2] at h3
  have h5 := matFun_mul hB (fun x => x) f'
  rw [(matFun_one_and_id hB).2] at h5
  have h4 := trace_matFun_mul hA hB (fun _ => 1) (fun x => x * f' x)
  rw [(matFun_one_and_id hA).1, Matrix.one_mul, ← h5] at h4
  rw [kleinGap, Matrix.sub_mul, trace_sub, h1, h2, h3, h4]
  simp only [← Complex.ofReal_sub, ← Finset.sum_sub_distrib]
  refine congrArg Complex.ofReal (Finset.sum_congr rfl fun i _ =>
    Finset.sum_congr rfl fun j _ => ?_)
  ring
```

The four traces in $K$ all have this form. Setting one function to 1 gives $\operatorname{tr}f(A)$ and $\operatorname{tr}f(B)$. The pair $x$, $f'$ gives $\operatorname{tr}(Af'(B))$, and $Bf'(B)$ is the function $xf'(x)$ of $B$. Together,

$$K=\sum_{i,j}|W_{ij}|^2\big[f(a_i)-f(b_j)-(a_i-b_j)f'(b_j)\big].$$

In the proof, `h1` to `h4` are the four traces, and `ring` collects the terms.

## Convexity fixes the sign

```lean
/-- Klein inequality on a set `S` containing all eigenvalues: for `f` convex on `S` with
derivative `f'` at the eigenvalues of `B`, the Klein expression is real and nonnegative. -/
theorem klein_inequality_on (hA : A.IsHermitian) (hB : B.IsHermitian) {S : Set ℝ}
    {f f' : ℝ → ℝ} (hf : ConvexOn ℝ S f) (ha : ∀ i, hA.eigenvalues i ∈ S)
    (hb : ∀ j, hB.eigenvalues j ∈ S)
    (hd : ∀ j, HasDerivAt f (f' (hB.eigenvalues j)) (hB.eigenvalues j)) :
    (kleinGap hA hB f f').im = 0 ∧ 0 ≤ (kleinGap hA hB f f').re := by
  rw [kleinGap_eq_sum]
  refine ⟨Complex.ofReal_im _, ?_⟩
  rw [Complex.ofReal_re]
  refine Finset.sum_nonneg fun i _ => Finset.sum_nonneg fun j _ =>
    mul_nonneg (Complex.normSq_nonneg _) ?_
  -- a convex function lies above its tangents
  rcases lt_trichotomy (hA.eigenvalues i) (hB.eigenvalues j) with h | h | h
  · have t := hf.slope_le_of_hasDerivAt (ha i) (hb j) h (hd j)
    rw [slope_def_field, div_le_iff₀ (sub_pos.2 h)] at t
    linarith
  · simp [h]
  · have t := hf.le_slope_of_hasDerivAt (hb j) (ha i) h (hd j)
    rw [slope_def_field, le_div_iff₀ (sub_pos.2 h)] at t
    linarith
```

Each bracket is the height of $f$ at $a_i$ above its tangent at $b_j$. There are three cases:

- If $a_i<b_j$, convexity gives $\dfrac{f(b_j)-f(a_i)}{b_j-a_i}\le f'(b_j)$. Multiplying by $b_j-a_i>0$ and rearranging makes the bracket nonnegative.
- If $a_i=b_j$, the bracket is zero.
- If $a_i>b_j$, convexity gives $f'(b_j)\le\dfrac{f(a_i)-f(b_j)}{a_i-b_j}$, with the same conclusion.

`lt_trichotomy` makes this split and `linarith` does the rearranging. The function need only be convex on a set $S$ containing all the eigenvalues, and differentiable at those of $B$.

```lean
/-- Klein inequality: for Hermitian `A`, `B` and a differentiable convex `f` on the reals,
`tr f(A) - tr f(B) - tr((A - B) f'(B))` is real and nonnegative. -/
theorem klein_inequality (hA : A.IsHermitian) (hB : B.IsHermitian) {f : ℝ → ℝ}
    (hf : ConvexOn ℝ Set.univ f) (hd : Differentiable ℝ f) :
    (kleinGap hA hB f (deriv f)).im = 0 ∧ 0 ≤ (kleinGap hA hB f (deriv f)).re :=
  klein_inequality_on hA hB hf (fun _ => Set.mem_univ _) (fun _ => Set.mem_univ _)
    (fun _ => (hd _).hasDerivAt)
```

Taking $S=\mathbb R$ and Lean's derivative `deriv f` gives the inequality for a differentiable convex function on the whole line: $\operatorname{Im}K=0$ and $\operatorname{Re}K\ge0$. $A$ and $B$ need not commute.

```lean
/-- For `f` strictly convex on a set `S` containing all eigenvalues, with derivative `f'` at the
eigenvalues of `B`, the Klein expression vanishes exactly when `A = B`. -/
theorem kleinGap_eq_zero_iff (hA : A.IsHermitian) (hB : B.IsHermitian) {S : Set ℝ}
    {f f' : ℝ → ℝ} (hf : StrictConvexOn ℝ S f) (ha : ∀ i, hA.eigenvalues i ∈ S)
    (hb : ∀ j, hB.eigenvalues j ∈ S)
    (hd : ∀ j, HasDerivAt f (f' (hB.eigenvalues j)) (hB.eigenvalues j)) :
    kleinGap hA hB f f' = 0 ↔ A = B := by
  constructor
  · intro h
    have pos : ∀ i j, hA.eigenvalues i ≠ hB.eigenvalues j →
        0 < f (hA.eigenvalues i) - f (hB.eigenvalues j)
          - (hA.eigenvalues i - hB.eigenvalues j) * f' (hB.eigenvalues j) := by
      intro i j hne
      rcases lt_or_gt_of_ne hne with h | h
      · have t := hf.slope_lt_of_hasDerivAt (ha i) (hb j) h (hd j)
        rw [slope_def_field, div_lt_iff₀ (sub_pos.2 h)] at t
        linarith
      · have t := hf.lt_slope_of_hasDerivAt (hb j) (ha i) h (hd j)
        rw [slope_def_field, lt_div_iff₀ (sub_pos.2 h)] at t
        linarith
    have nn : ∀ i j, 0 ≤ Complex.normSq (overlap hA hB i j) *
        (f (hA.eigenvalues i) - f (hB.eigenvalues j)
          - (hA.eigenvalues i - hB.eigenvalues j) * f' (hB.eigenvalues j)) := by
      intro i j
      refine mul_nonneg (Complex.normSq_nonneg _) ?_
      by_cases e : hA.eigenvalues i = hB.eigenvalues j
      · simp [e]
      · exact (pos i j e).le
    rw [kleinGap_eq_sum, Complex.ofReal_eq_zero] at h
    have h1 := (Finset.sum_eq_zero_iff_of_nonneg
      (fun i _ => Finset.sum_nonneg fun j _ => nn i j)).1 h
    -- eigenvectors with nonzero overlap share their eigenvalue
    have key : matFun hA (fun x => x) = matFun hB (fun x => x) := by
      refine conj_diagonal_eq (mem_unitaryGroup_iff.1 hA.eigenvectorUnitary.2)
        (mem_unitaryGroup_iff.1 hB.eigenvectorUnitary.2) fun i j => ?_
      have h2 := (Finset.sum_eq_zero_iff_of_nonneg (fun j _ => nn i j)).1
        (h1 i (Finset.mem_univ i)) j (Finset.mem_univ j)
      rcases mul_eq_zero.1 h2 with h3 | h3
      · exact Or.inl (Complex.normSq_eq_zero.1 h3)
      · right
        by_contra hne
        exact (pos i j fun e => hne (congrArg Complex.ofReal e)).ne' h3
    exact (matFun_one_and_id hA).2.symm.trans (key.trans (matFun_one_and_id hB).2)
  · intro h
    subst h
    simp [kleinGap]
```

For strictly convex $f$, the bracket is positive whenever $a_i\ne b_j$. If $K=0$, every term of the nonnegative sum vanishes, so $W_{ij}=0$ or $a_i=b_j$ for each pair. The theorem on unitarily diagonalised matrices then gives $A=B$. Conversely, setting $A=B$ makes $K$ vanish at once.

## Relative entropy and the free-energy bound

```lean
/-- For `ρ` positive semidefinite and `σ` positive definite of equal trace, the relative
entropy is real and nonnegative, and it vanishes exactly when `ρ = σ`. -/
theorem relEntropy_nonneg {ρ σ : Matrix n n ℂ} (hρ : ρ.PosSemidef) (hσ : σ.PosDef)
    (htr : trace ρ = trace σ) :
    (relEntropy hρ.isHermitian hσ.isHermitian).im = 0 ∧
    0 ≤ (relEntropy hρ.isHermitian hσ.isHermitian).re ∧
    (relEntropy hρ.isHermitian hσ.isHermitian = 0 ↔ ρ = σ) := by
  have hlog : matFun hσ.isHermitian (fun x => Real.log x + 1)
      = matFun hσ.isHermitian Real.log + 1 := by
    rw [← (matFun_one_and_id hσ.isHermitian).1]
    simp only [matFun]
    rw [← Matrix.add_mul, ← Matrix.mul_add, diagonal_add]
    simp only [Complex.ofReal_add]
  have hmul := matFun_mul hσ.isHermitian (fun x => x) Real.log
  rw [(matFun_one_and_id hσ.isHermitian).2] at hmul
  -- the Klein expression of x log x is the relative entropy
  have key : kleinGap hρ.isHermitian hσ.isHermitian (fun x => x * Real.log x)
      (fun x => Real.log x + 1) = relEntropy hρ.isHermitian hσ.isHermitian := by
    rw [kleinGap, relEntropy, hlog, ← hmul, Matrix.mul_add, Matrix.mul_one, Matrix.sub_mul,
      trace_add, trace_sub, trace_sub, htr]
    ring
  have ha : ∀ i, hρ.isHermitian.eigenvalues i ∈ Set.Ici (0 : ℝ) :=
    fun i => hρ.eigenvalues_nonneg i
  have hp : ∀ j, 0 < hσ.isHermitian.eigenvalues j := fun j => hσ.eigenvalues_pos j
  have hk := klein_inequality_on hρ.isHermitian hσ.isHermitian
    (f' := fun x => Real.log x + 1) Real.convexOn_mul_log ha (fun j => (hp j).le)
    (fun j => Real.hasDerivAt_mul_log (hp j).ne')
  have he := kleinGap_eq_zero_iff hρ.isHermitian hσ.isHermitian
    (f' := fun x => Real.log x + 1) Real.strictConvexOn_mul_log ha (fun j => (hp j).le)
    (fun j => Real.hasDerivAt_mul_log (hp j).ne')
  rw [key] at hk he
  exact ⟨hk.1, hk.2, he⟩

end

end KleinInequality
```

Take $f(x)=x\log x$ on $[0,\infty)$, with $f'(x)=\log x+1$ for $x>0$. Then

$$K=\operatorname{tr}(\rho\log\rho)-\operatorname{tr}(\rho\log\sigma)-\operatorname{tr}\rho+\operatorname{tr}\sigma=S(\rho\|\sigma),$$

because the traces are equal; they need not be 1. The proof's `key` is this identity, and the two general theorems supply the sign and the equality case. `PosDef` makes every eigenvalue of $\sigma$ positive, so the derivative exists where it is needed; singular $\sigma$ is not treated. `PosSemidef` allows $\rho$ to have zero eigenvalues, for which Lean's value $\log0=0$ reproduces the usual $0\log0=0$.

For the variational calculation, let $\operatorname{tr}\rho=1$ and $\sigma=e^{-H/k_BT}/Z$ with $Z=\operatorname{tr}e^{-H/k_BT}$. Substituting $\log\sigma=-H/k_BT-\log Z$ gives

$$F[\rho]+k_BT\log Z=k_BT\,S(\rho\|\sigma)\ge0.$$

This substitution is a short step beyond the Lean theorem. In code, one can diagonalise $\rho$, sum $p_i\log p_i$ over its eigenvalues $p_i$ with zero eigenvalues contributing nothing, multiply the sum by $k_BT$, and add the energy term $\operatorname{tr}(\rho H)$. On a system small enough to diagonalise $H$, the result can be compared with $-k_BT\log Z$; a value below it by more than rounding error signals a mistake, such as a trial matrix with the wrong trace.

A two-level example with non-commuting matrices is

$$\rho=\tfrac12\begin{pmatrix}1&1\\1&1\end{pmatrix},\qquad \sigma=\begin{pmatrix}3/4&0\\0&1/4\end{pmatrix}.$$

The eigenvalues of $\rho$ are 1 and 0, so $\operatorname{tr}(\rho\log\rho)=0$. Only the diagonal of $\rho$ enters the other trace, and

$$S(\rho\|\sigma)=-\tfrac12\big(\log\tfrac34+\log\tfrac14\big)=\tfrac12\log\tfrac{16}{3}\approx0.837.$$

The overlap sum agrees. Every $|W_{ij}|^2$ is $\tfrac12$, and the brackets are about $0.038$ and $0.636$ for eigenvalue 1 of $\rho$, and $0.75$ and $0.25$ for eigenvalue 0. Half their sum is again $0.837$.

```lean
#print axioms KleinInequality.matFun_eq_of_diagonalization
#print axioms KleinInequality.klein_inequality
#print axioms KleinInequality.relEntropy_nonneg
```

```
'KleinInequality.matFun_eq_of_diagonalization' depends on axioms: [propext, Classical.choice, Quot.sound]
'KleinInequality.klein_inequality' depends on axioms: [propext, Classical.choice, Quot.sound]
'KleinInequality.relEntropy_nonneg' depends on axioms: [propext, Classical.choice, Quot.sound]
```
